# A positive semidefinite matrix L gives a probability on subsets, with inclusion probabilities det(K_A)

Let $n$ be a finite set of sites and $L$ a complex matrix whose rows and columns are labelled by these sites. A configuration is a subset $S$ of occupied sites, and $L_S$ is the matrix that keeps only the rows and columns in $S$. The determinant of the empty matrix is 1. The two central objects are

$$P(S)=\frac{\det L_S}{\det(1+L)},\qquad K=L(1+L)^{-1}.$$

For non-interacting spinless fermions on finitely many sites, with one orthonormal orbital per site, in a thermal state with one-particle Hamiltonian $h$, inverse temperature $\beta$ and chemical potential $\mu$, setting $L=e^{-\beta(h-\mu)}$ makes $P(S)$ the probability of finding exactly the sites $S$ occupied, and $K$ the Fermi function of $h$. This dictionary is physics input; the Lean file starts from the matrix $L$.

## Configurations, weights and the kernel

```lean
import Mathlib

open Matrix
open scoped ComplexOrder

namespace DeterminantalProcess

noncomputable section

variable {n : Type*} [Fintype n] [DecidableEq n]
```

`Matrix n n ℂ` is the type of complex matrices indexed by sites, and `Finset n` is the type of configurations. Probabilities will be complex numbers. Opening `ComplexOrder` fixes what an inequality between them means: `0 ≤ z` says that $z$ is real and non-negative.

```lean
/-- The principal minor `det (M_S)`: rows and columns are restricted to the sites in `S`. -/
def principalMinor (M : Matrix n n ℂ) (S : Finset n) : ℂ :=
  (M.submatrix (fun i : {i // i ∈ S} => (i : n)) (fun i : {i // i ∈ S} => (i : n))).det
```

This is $\det M_S$. The type `{i // i ∈ S}` consists of the sites in $S$, so the determinant is that of a genuine $|S|\times|S|$ matrix.

```lean
/-- The weight `P(S) = det (L_S) / det (1 + L)` of the configuration `S` of occupied sites. -/
def prob (L : Matrix n n ℂ) (S : Finset n) : ℂ :=
  principalMinor L S / (1 + L).det
```

This is the weight $P(S)$. The definition accepts any $L$; positivity enters later, as a hypothesis of the theorems.

```lean
/-- The correlation kernel `K = L (1 + L)⁻¹`. -/
def kernel (L : Matrix n n ℂ) : Matrix n n ℂ := L * (1 + L)⁻¹
```

This is $K$. If $L$ is positive semidefinite with eigenvalues $\lambda\ge 0$, then $K$ has eigenvalues $\lambda/(1+\lambda)$, which are smaller than 1. A Slater determinant with at least one particle has an orbital of occupation exactly 1, so it is reached only as a limit.

```lean
/-- The total weight of all configurations in which every site of `A` is occupied. -/
def inclusionProb (L : Matrix n n ℂ) (A : Finset n) : ℂ :=
  ∑ S ∈ Finset.univ.filter (fun S : Finset n => A ⊆ S), prob L S
```

The inclusion probability of $A$ is $\sum_{S\supseteq A}P(S)$. The sites in $A$ must be occupied, and the others are unrestricted.

## Principal minors as full-size determinants

```lean
/-- The matrix `M` with all rows outside `S` replaced by rows of the identity. -/
def frozen (M : Matrix n n ℂ) (S : Finset n) : Matrix n n ℂ :=
  Matrix.of fun i j => if i ∈ S then M i j else (1 : Matrix n n ℂ) i j
```

The matrix `frozen M S` keeps the rows of $M$ in $S$ and replaces every other row by the corresponding row of the identity.

```lean
/-- Replacing the rows outside `S` by identity rows leaves the principal minor on `S`. -/
theorem det_frozen (M : Matrix n n ℂ) (S : Finset n) :
    (frozen M S).det = principalMinor M S := by
  have h1 : toSquareBlockProp (frozen M S) (fun i => i ∈ S) =
      M.submatrix (fun i : {i // i ∈ S} => (i : n)) (fun i : {i // i ∈ S} => (i : n)) := by
    ext i j
    have hi : (i : n) ∈ S := i.2
    change (if (i : n) ∈ S then M i j else (1 : Matrix n n ℂ) i j) = M i j
    rw [if_pos hi]
  have h2 : toSquareBlockProp (frozen M S) (fun i => ¬ i ∈ S) = 1 := by
    ext i j
    have hi : (i : n) ∉ S := i.2
    change (if (i : n) ∈ S then M i j else (1 : Matrix n n ℂ) i j) = _
    rw [if_neg hi]
    simp [one_apply, Subtype.ext_iff]
  -- the matrix is block triangular with an identity block outside `S`
  have h3 : ∀ i, ¬ i ∈ S → ∀ j, j ∈ S → frozen M S i j = 0 := by
    intro i hi j hj
    have hij : i ≠ j := by
      rintro rfl
      exact hi hj
    simp [frozen, hi, hij]
  rw [Matrix.twoBlockTriangular_det (frozen M S) (fun i => i ∈ S) h3, h1, h2, det_one,
    mul_one, principalMinor]
  all_goals congr!
```

List the sites of $S$ first and write $S^c$ for the complement. Then

$$\det\begin{pmatrix}M_S & M_{S,S^c}\\ 0&1\end{pmatrix}=\det M_S .$$

In the proof, `h1` identifies the upper left block, `h2` the identity block and `h3` the zero block. Mathlib's rule for block triangular determinants finishes the argument. All minors can now be handled as determinants of the same size.

```lean
/-- The principal minors over all configurations containing `A` sum to the determinant of `L`
plus the projector onto the sites outside `A`. -/
theorem sum_minors_containing (L : Matrix n n ℂ) (A : Finset n) :
    ∑ S ∈ Finset.univ.filter (fun S : Finset n => A ⊆ S), principalMinor L S =
      (L + diagonal fun i => if i ∈ A then (0 : ℂ) else 1).det := by
  -- expand the determinant by multilinearity in the rows
  have h : (L + diagonal fun i => if i ∈ A then (0 : ℂ) else 1).det =
      ∑ S : Finset n, Matrix.det (Matrix.of fun i => if i ∈ S then L i else
        (diagonal fun i => if i ∈ A then (0 : ℂ) else 1) i) :=
    (detRowAlternating (n := n) (R := ℂ)).toMultilinearMap.map_add_univ L
      (diagonal fun i => if i ∈ A then (0 : ℂ) else 1)
  rw [h, Finset.sum_filter]
  refine Finset.sum_congr rfl fun S _ => ?_
  by_cases hA : A ⊆ S
  · rw [if_pos hA, ← det_frozen]
    congr 1
    ext i j
    by_cases hi : i ∈ S
    · simp [frozen, hi]
    · have hiA : i ∉ A := fun h => hi (hA h)
      simp [frozen, hi, hiA, diagonal_apply, one_apply]
  · -- a site of `A` missing from `S` produces a zero row
    rw [if_neg hA]
    obtain ⟨i, hiA, hiS⟩ := Finset.not_subset.mp hA
    symm
    apply det_eq_zero_of_row_eq_zero i
    intro j
    simp [hiS, hiA, diagonal_apply]
```

Let $D$ be the diagonal matrix with $D_{ii}=0$ for $i\in A$ and $D_{ii}=1$ otherwise. The theorem says

$$\sum_{S\supseteq A}\det L_S=\det(L+D).$$

The determinant is linear in each row, and each row of $L+D$ is a sum of two rows. Expanding all of them gives one term for each subset $S$, with rows of $L$ in $S$ and rows of $D$ elsewhere. There are two cases:

- If $A\subseteq S$, the rows outside $S$ are also outside $A$, so they are identity rows. The term is $\det L_S$ by the previous theorem.
- If some site of $A$ is missing from $S$, its row is a zero row of $D$, and the term vanishes.

In Lean, `h` is the row expansion, `by_cases hA` separates the two cases, and `det_eq_zero_of_row_eq_zero` disposes of the second.

```lean
/-- The principal minors over all configurations sum to `det (1 + L)`. -/
theorem sum_minors (L : Matrix n n ℂ) :
    ∑ S : Finset n, principalMinor L S = (1 + L).det := by
  rw [add_comm]
  simpa using sum_minors_containing L ∅
```

For $A=\emptyset$ the matrix $D$ is the identity, and every configuration contributes: $\sum_S\det L_S=\det(1+L)$. This is the normalisation, and it holds for every complex $L$.

## Inclusion probabilities from the kernel

```lean
/-- Whenever `1 + L` is invertible, the total weight of the configurations containing `A` is
the principal minor of the correlation kernel on `A`. -/
theorem inclusionProb_eq_minor (L : Matrix n n ℂ) (h : (1 + L).det ≠ 0) (A : Finset n) :
    inclusionProb L A = principalMinor (kernel L) A := by
  have hK : kernel L * (1 + L) = L := by
    rw [kernel, Matrix.mul_assoc, Matrix.nonsing_inv_mul _ (isUnit_iff_ne_zero.mpr h),
      Matrix.mul_one]
  -- factor out `1 + L` row by row
  have hF : (L + diagonal fun i => if i ∈ A then (0 : ℂ) else 1) =
      frozen (kernel L) A * (1 + L) := by
    ext i j
    by_cases hi : i ∈ A
    · have hr : (frozen (kernel L) A * (1 + L)) i j = (kernel L * (1 + L)) i j := by
        simp only [mul_apply, frozen, of_apply, if_pos hi]
      rw [hr, hK]
      simp [hi, diagonal_apply]
    · have hr : (frozen (kernel L) A * (1 + L)) i j =
          ((1 : Matrix n n ℂ) * (1 + L)) i j := by
        simp only [mul_apply, frozen, of_apply, if_neg hi]
      rw [hr, Matrix.one_mul]
      simp [hi, diagonal_apply, one_apply, add_comm]
  simp only [inclusionProb, prob]
  rw [← Finset.sum_div, sum_minors_containing, hF, det_mul, det_frozen,
    mul_div_cancel_right₀ _ h]
```

The only hypothesis is $\det(1+L)\neq0$. For a general complex $L$ the weights need not be probabilities, but the identity $\sum_{S\supseteq A}P(S)=\det K_A$ still holds.

Let $F$ be $K$ with the rows outside $A$ replaced by identity rows. Then $L+D=F(1+L)$, as one checks row by row:

- For $i\in A$, row $i$ of the product is row $i$ of $K(1+L)=L$, and $D$ has a zero row there.
- For $i\notin A$, row $i$ of the product is row $i$ of $1+L$, and $D$ has an identity row there.

Taking determinants and using the minor formula for $F$ gives

$$\sum_{S\supseteq A}P(S)=\frac{\det(L+D)}{\det(1+L)}=\frac{\det K_A\,\det(1+L)}{\det(1+L)}=\det K_A .$$

The step `hK` is $K(1+L)=L$, and `hF` is the factorisation. The final `rw` carries out the displayed line.

```lean
/-- For positive semidefinite `L` the normalisation `det (1 + L)` is strictly positive. -/
theorem normalisation_pos {L : Matrix n n ℂ} (hL : L.PosSemidef) : 0 < (1 + L).det :=
  (Matrix.PosDef.one.add_posSemidef hL).det_pos
```

`L.PosSemidef` says that $L$ is Hermitian and that $v^\dagger Lv\ge0$ for every vector $v$. The eigenvalues of $1+L$ are then at least 1, so its determinant is positive. Lean uses the same fact in the form "positive definite plus positive semidefinite is positive definite".

```lean
/-- For positive semidefinite `L` the weights `det (L_S) / det (1 + L)` are real, non-negative
and sum to one, and the sites of `A` are all occupied with probability `det (K_A)`. -/
theorem determinantal_process {L : Matrix n n ℂ} (hL : L.PosSemidef) :
    (∀ S, 0 ≤ prob L S) ∧ ∑ S : Finset n, prob L S = 1 ∧
      ∀ A, inclusionProb L A = principalMinor (kernel L) A := by
  have hd := normalisation_pos hL
  refine ⟨fun S => ?_, ?_, inclusionProb_eq_minor L hd.ne'⟩
  · have hm : 0 ≤ principalMinor L S := (hL.submatrix _).det_nonneg
    -- both determinants are non-negative real numbers
    have real_of_nonneg : ∀ z : ℂ, 0 ≤ z → ∃ r : ℝ, 0 ≤ r ∧ z = (r : ℂ) := by
      intro z hz
      obtain ⟨h1, h2⟩ := Complex.nonneg_iff.mp hz
      exact ⟨z.re, h1, Complex.ext (by simp) (by simp [← h2])⟩
    obtain ⟨a, ha, ea⟩ := real_of_nonneg _ hm
    obtain ⟨b, hb, eb⟩ := real_of_nonneg _ hd.le
    rw [prob, ea, eb, ← Complex.ofReal_div]
    exact_mod_cast div_nonneg ha hb
  · simp only [prob]
    rw [← Finset.sum_div, sum_minors, div_self hd.ne']
```

This is the main theorem. Its three parts, joined by `∧`, say that every $P(S)$ is real and non-negative, that the weights sum to 1, and that the inclusion probability of every $A$ is $\det K_A$.

For the first part, take a vector on $S$ and extend it by zeros to all sites. This shows that $L_S$ is again positive semidefinite, so its determinant, a product of non-negative eigenvalues, is non-negative. The helper `real_of_nonneg` turns numerator and denominator into real numbers, whose quotient is non-negative. The second part divides the normalisation identity by $\det(1+L)$, and the third is the preceding inclusion theorem.

## Occupations, particle number and pair correlations

```lean
/-- The occupation probability of a single site is the diagonal entry of the kernel. -/
theorem site_occupation {L : Matrix n n ℂ} (hL : L.PosSemidef) (i : n) :
    inclusionProb L {i} = kernel L i i := by
  rw [inclusionProb_eq_minor L (normalisation_pos hL).ne', principalMinor]
  have : Subsingleton {x // x ∈ ({i} : Finset n)} :=
    ⟨fun a b => Subtype.ext
      ((Finset.mem_singleton.mp a.2).trans (Finset.mem_singleton.mp b.2).symm)⟩
  exact det_eq_elem_of_subsingleton _
    (⟨i, Finset.mem_singleton_self i⟩ : {x // x ∈ ({i} : Finset n)})
```

For $A=\{i\}$ the minor is a $1\times1$ determinant, so site $i$ is occupied with probability $K_{ii}$. The proof tells Lean that $\{i\}$ has only one element and then reads off the single entry.

```lean
/-- The mean number of occupied sites is the trace of the kernel. -/
theorem mean_particle_number {L : Matrix n n ℂ} (hL : L.PosSemidef) :
    ∑ S : Finset n, (S.card : ℂ) * prob L S = (kernel L).trace := by
  have h : ∀ i, kernel L i i = ∑ S : Finset n, if i ∈ S then prob L S else 0 := by
    intro i
    rw [← site_occupation hL i, inclusionProb, Finset.sum_filter]
    refine Finset.sum_congr rfl fun S _ => ?_
    by_cases hi : i ∈ S <;> simp [hi]
  simp only [trace, diag_apply, h]
  -- count occupied sites configuration by configuration
  rw [Finset.sum_comm]
  refine Finset.sum_congr rfl fun S _ => ?_
  simp
```

The left side is the expected number of occupied sites, $\sum_S|S|\,P(S)$. Write $[i\in S]$ for 1 if site $i$ is occupied in $S$ and 0 otherwise. Then

$$\operatorname{tr}K=\sum_i\sum_S[i\in S]\,P(S)=\sum_S\Big(\sum_i[i\in S]\Big)P(S)=\sum_S|S|\,P(S).$$

The step `h` writes $K_{ii}$ as a sum over configurations, and `Finset.sum_comm` exchanges the two sums.

```lean
/-- Two distinct sites are jointly occupied with the product of their single occupation
probabilities minus `|K_ij|²`. -/
theorem pair_occupation {L : Matrix n n ℂ} (hL : L.PosSemidef) {i j : n} (hij : i ≠ j) :
    inclusionProb L {i, j} =
      inclusionProb L {i} * inclusionProb L {j} - (‖kernel L i j‖ : ℂ) ^ 2 := by
  have hd := (normalisation_pos hL).ne'
  -- the kernel is Hermitian because `K = 1 - (1 + L)⁻¹`
  have hK : (kernel L).IsHermitian := by
    have h1 : kernel L = 1 - (1 + L)⁻¹ := by
      have h2 := Matrix.mul_nonsing_inv (1 + L) (isUnit_iff_ne_zero.mpr hd)
      rw [Matrix.add_mul, Matrix.one_mul] at h2
      rw [kernel]
      exact eq_sub_of_add_eq' h2
    rw [h1]
    exact isHermitian_one.sub (isHermitian_one.add hL.isHermitian).inv
  have hn : kernel L i j * kernel L j i = (‖kernel L i j‖ : ℂ) ^ 2 := by
    rw [← hK.apply j i, ← starRingEnd_apply, Complex.mul_conj, Complex.normSq_eq_norm_sq,
      Complex.ofReal_pow]
  -- label the two sites by 0 and 1
  let f : Fin 2 → {x // x ∈ ({i, j} : Finset n)} := ![⟨i, by simp⟩, ⟨j, by simp⟩]
  have hf : Function.Bijective f := by
    constructor
    · intro a b h
      have h' := congrArg Subtype.val h
      fin_cases a <;> fin_cases b <;>
        first | rfl | exact absurd h' hij | exact absurd h' hij.symm
    · rintro ⟨x, hx⟩
      rcases Finset.mem_insert.mp hx with h | h
      · exact ⟨0, Subtype.ext h.symm⟩
      · exact ⟨1, Subtype.ext (Finset.mem_singleton.mp h).symm⟩
  rw [site_occupation hL, site_occupation hL, inclusionProb_eq_minor L hd, principalMinor,
    ← det_submatrix_equiv_self (Equiv.ofBijective f hf), det_fin_two, ← hn]
  rfl

end

end DeterminantalProcess
```

```lean
#print axioms DeterminantalProcess.determinantal_process
#print axioms DeterminantalProcess.mean_particle_number
#print axioms DeterminantalProcess.pair_occupation
```

```
'DeterminantalProcess.determinantal_process' depends on axioms: [propext, Classical.choice, Quot.sound]
'DeterminantalProcess.mean_particle_number' depends on axioms: [propext, Classical.choice, Quot.sound]
'DeterminantalProcess.pair_occupation' depends on axioms: [propext, Classical.choice, Quot.sound]
```

For distinct sites $i$ and $j$, the inclusion theorem gives a $2\times2$ determinant:

$$\sum_{S\ni i,j}P(S)=K_{ii}K_{jj}-K_{ij}K_{ji}.$$

To bring the last term into the stated form, start from $(1+L)(1+L)^{-1}=1$. It gives $K=1-(1+L)^{-1}$, which is Hermitian because $L$ is. Hence $K_{ji}=\overline{K_{ij}}$, and the subtracted term is $|K_{ij}|^2$. In the proof of `pair_occupation`, `hK` is the Hermiticity of $K$ and `hn` is the formula $K_{ij}K_{ji}=|K_{ij}|^2$. The map `f` numbers the two sites 0 and 1, so that the formula for a $2\times2$ determinant applies.

Joint occupation is therefore never more likely than it would be for independent sites. In the non-interacting thermal state described at the start, this reduction divided by $K_{ii}$ is the depth at site $j$ of the exchange hole around a particle at site $i$.

## The probability that a region is empty

The same row argument gives the probability that no site of $A$ is occupied. Summing $\det L_S$ over the configurations that avoid $A$ gives the determinant of $1+L$ with its rows in $A$ replaced by identity rows. This matrix factors as $G(1+L)$, where $G$ has the rows of $(1+L)^{-1}=1-K$ in $A$ and identity rows elsewhere. Dividing by $\det(1+L)$ yields

$$\sum_{S\cap A=\emptyset}P(S)=\det\big((1-K)_A\big).$$

For a single site this is $1-K_{ii}$, the probability of finding it empty.
